# The first Romberg step on trapezoid sums is the composite Simpson sum, for every real function

Take one panel [a, b] with midpoint m = (a + b)/2 and a real function f. The trapezoid sums on one and on two panels are

T_1 = (b − a) [f(a) + f(b)]/2

T_2 = ((b − a)/2) [(f(a) + f(b))/2 + f(m)]

and the combination that is supposed to cancel the h² error comes out as

(4 T_2 − T_1)/3 = ((b − a)/6) [f(a) + 4 f(m) + f(b)],

which is Simpson's rule. I used nothing about f to get this. I integrate tabulated data on uniform grids, and I have always taken it that (4 T_2N − T_N)/3 is the composite Simpson sum for any number N of panels. Is that an exact identity with no smoothness assumption? Are the weights 4/3 and −1/3 forced, and where does smoothness enter? I would like to see it made rigorous and machine-checked.

## The identity is exact algebra on nested grids

It holds for every f: ℝ → ℝ, all real a and b, and every N ≥ 1. Let h = (b − a)/N, with nodes x_k = a + k h and panel midpoints m_k = a + (k + ½) h. The trapezoid and midpoint sums are

T_N = h [(f(a) + f(b))/2 + Σ_{k=1}^{N−1} f(x_k)]

M_N = h Σ_{k=0}^{N−1} f(m_k).

The grid of 2N panels has spacing h/2 and points y_j = a + j h/2, so y_{2k} = x_k and y_{2k+1} = m_k. The composite Simpson sum on these 2N + 1 points is

S_N = (h/6) [f(a) + 4 Σ_{k=0}^{N−1} f(y_{2k+1}) + 2 Σ_{k=1}^{N−1} f(y_{2k}) + f(b)].

The interior indices j = 1, …, 2N − 1 of T_2N split into the even ones 2k with k = 1, …, N − 1 and the odd ones 2k + 1 with k = 0, …, N − 1. Therefore

T_2N = (h/2) [(f(a) + f(b))/2 + Σ f(x_k) + Σ f(m_k)] = (T_N + M_N)/2.

In S_N the end points and even points carry the weights h/6 and h/3, one third of their weights in T_N, and the odd points carry 2h/3, two thirds of their weight in M_N:

S_N = (T_N + 2 M_N)/3.

Eliminating T_2N finishes it:

(4 T_2N − T_N)/3 = (2 T_N + 2 M_N − T_N)/3 = (T_N + 2 M_N)/3 = S_N.

For N = 1 the sum over interior nodes is empty, m_0 = m, and this is the three-point formula in your question.

## The weights, the error and the next column

Suppose a ≠ b and that real numbers α and β satisfy α T_2N + β T_N = S_N for every f. Substituting the two expressions in T_N and M_N gives

(α/2 + β − 1/3) T_N + (α/2 − 2/3) M_N = 0.

For the function δ that is 1 at a and 0 elsewhere, T_N = h/2 and M_N = 0, so α/2 + β = 1/3. For the constant 1, M_N = N h ≠ 0, so α = 4/3 and then β = −1/3. In the degenerate case a = b all sums vanish and any weights work, which is why that case is excluded.

Smoothness enters only when the sums are compared with a target value I. Suppose that for real numbers c and K

T_N = I + c h² + r₁,  |r₁| ≤ K h⁴

T_2N = I + c h²/4 + r₂,  |r₂| ≤ K h⁴/16.

Then 4 T_2N − T_N = 3 I + 4 r₂ − r₁, because the terms in c cancel, and

|S_N − I| = |4 r₂ − r₁|/3 ≤ (1/4 + 1) K h⁴/3 = (5/12) K h⁴.

The same elimination identifies the next Romberg column. With S_2N = (T_2N + 2 M_2N)/3 and T_2N = (T_N + M_N)/2,

(16 S_2N − S_N)/15 = (8 T_N + 8 M_N + 32 M_2N − T_N − 2 M_N)/45 = (7 T_N + 6 M_N + 32 M_2N)/45.

On the grid of 4N panels with spacing η = h/4, an end point gets 7 (h/2)/45 = 7 · (2η/45), an interior coarse node 7h/45 = 14 · (2η/45), a coarse midpoint 6h/45 = 12 · (2η/45), and a quarter point 32 (h/2)/45 = 32 · (2η/45). These are the weights of the composite Boole sum B_N; for N = 1 they read (2η/45) [7, 32, 12, 32, 7].

## What the Lean statements say

The panel number has type `ℕ+`, the positive naturals, so `step a b N`, which is h, never divides by zero. `node a b N k` is x_k and `midNode a b N k` is m_k, while y_j is `node a b (2 * N) j`. `Ico 1 (N : ℕ)` is the index set 1, …, N − 1 and `range (N : ℕ)` is 0, …, N − 1. The four rules are each defined from their own weights, with the end values written as `f a` and `f b`; none is defined through another, so the identities have content. The index in `simpsonRule f a b N` counts coarse panels: it is S_N on 2N + 1 points, with prefactor `step a b (2 * N) / 3`, which is h/6. Likewise `booleRule f a b N` is B_N on 4N + 1 points. No order of a and b is assumed; for b < a the step is negative and the sums are signed.

`romberg_first_step` states (4 T_2N − T_N)/3 = S_N and `romberg_second_step` states (16 S_2N − S_N)/15 = B_N, both without any hypothesis on f. `romberg_weights_unique` fixes a ≠ b and N, and says that α T_2N + β T_N = S_N holds for all f exactly when α = 4/3 and β = −1/3; "all f" includes discontinuous functions such as δ.

In `simpson_error_bound` the hypotheses `h1` and `h2` are the two expansions above, and they are assumed and not derived. No integral occurs in the file: I is an arbitrary real number that stands for ∫ f over [a, b], c stands for the leading coefficient, which the Euler–Maclaurin expansion of a smooth integrand would give as (f′(b) − f′(a))/12, and K stands for the size of the fourth-order remainder. The theorem concerns a single N. It gives fourth-order convergence when I is fixed and one K serves for all N; c may change with N, provided the same value is used in `h1` and `h2`, because it cancels. For a smooth integrand the Euler–Maclaurin expansion supplies this, with one pair c, K for all N.

Romberg integration as a method builds a table of arbitrary depth; the theorems identify its first two extrapolated columns and bound the error of the first. Arithmetic is exact, so rounding is not modelled. Noise in the values of f does not affect the two identities, as long as all sums use the same values. For a one-dimensional, real integrand sampled at equal spacing, such as a radial probability density or the mean of ∂H/∂λ in thermodynamic integration, with H the Hamiltonian and λ the coupling parameter, the extrapolation (4 T_2N − T_N)/3 and the composite Simpson sum of the same 2N + 1 samples are the same number up to rounding, so their agreement tests the code and says nothing about convergence.

```lean
import Mathlib

open Finset

namespace RombergStep

noncomputable section

/-- Width `h = (b - a) / N` of each of `N ≥ 1` equal panels of `[a, b]`. -/
def step (a b : ℝ) (N : ℕ+) : ℝ := (b - a) / ((N : ℕ) : ℝ)

/-- The grid point `a + k h` of the `N`-panel grid. -/
def node (a b : ℝ) (N : ℕ+) (k : ℕ) : ℝ := a + (k : ℝ) * step a b N

/-- The midpoint `a + (k + 1/2) h` of panel `k` of the `N`-panel grid. -/
def midNode (a b : ℝ) (N : ℕ+) (k : ℕ) : ℝ := a + ((k : ℝ) + 1 / 2) * step a b N

/-- Composite trapezoid sum `T_N`: weight `h/2` at the ends, `h` at interior grid points. -/
def trapezoidRule (f : ℝ → ℝ) (a b : ℝ) (N : ℕ+) : ℝ :=
  step a b N * ((f a + f b) / 2 + ∑ k ∈ Ico 1 (N : ℕ), f (node a b N k))

/-- Composite midpoint sum `M_N`: weight `h` at the midpoint of each panel. -/
def midpointRule (f : ℝ → ℝ) (a b : ℝ) (N : ℕ+) : ℝ :=
  step a b N * ∑ k ∈ range (N : ℕ), f (midNode a b N k)

/-- Composite Simpson sum `S_N` on the `2N + 1` points of the `2N`-panel grid, with weights
`1, 4, 2, 4, …, 4, 1` times one third of the grid spacing. -/
def simpsonRule (f : ℝ → ℝ) (a b : ℝ) (N : ℕ+) : ℝ :=
  step a b (2 * N) / 3 *
    (f a + 4 * ∑ k ∈ range (N : ℕ), f (node a b (2 * N) (2 * k + 1))
      + 2 * ∑ k ∈ Ico 1 (N : ℕ), f (node a b (2 * N) (2 * k)) + f b)

/-- Composite Boole sum on the `4N + 1` points of the `4N`-panel grid, with weights
`7, 32, 12, 32, 14, …, 32, 7` times `2/45` of the grid spacing. -/
def booleRule (f : ℝ → ℝ) (a b : ℝ) (N : ℕ+) : ℝ :=
  2 * step a b (4 * N) / 45 *
    (7 * f a + 32 * ∑ k ∈ range (2 * (N : ℕ)), f (node a b (4 * N) (2 * k + 1))
      + 12 * ∑ k ∈ range (N : ℕ), f (node a b (4 * N) (4 * k + 2))
      + 14 * ∑ k ∈ Ico 1 (N : ℕ), f (node a b (4 * N) (4 * k)) + 7 * f b)

/-- Doubling the number of panels halves the panel width. -/
theorem step_double (a b : ℝ) (N : ℕ+) : step a b (2 * N) = step a b N / 2 := by
  have hc : ((2 * N : ℕ+) : ℕ) = 2 * (N : ℕ) := rfl
  unfold step
  rw [hc]
  push_cast
  ring

/-- Point `2k` of the `2N`-panel grid is point `k` of the `N`-panel grid. -/
theorem node_even (a b : ℝ) (N : ℕ+) (k : ℕ) :
    node a b (2 * N) (2 * k) = node a b N k := by
  simp only [node, step_double]
  push_cast
  ring

/-- Point `2k + 1` of the `2N`-panel grid is the midpoint of panel `k` of the `N`-panel grid. -/
theorem node_odd (a b : ℝ) (N : ℕ+) (k : ℕ) :
    node a b (2 * N) (2 * k + 1) = midNode a b N k := by
  simp only [node, midNode, step_double]
  push_cast
  ring

/-- A sum over the interior indices `1, …, 2n - 1` splits into the even and the odd ones. -/
theorem sum_interior_split (g : ℕ → ℝ) (n : ℕ) :
    ∑ k ∈ Ico 1 (2 * n), g k
      = ∑ k ∈ Ico 1 n, g (2 * k) + ∑ k ∈ range n, g (2 * k + 1) := by
  rcases n with _ | n
  · simp
  induction n with
  | zero => simp
  | succ n ih =>
    -- one more coarse panel adds one even and one odd index
    have h1 := Finset.sum_Ico_succ_top (show 1 ≤ 2 * (n + 1) + 1 by omega) g
    have h2 := Finset.sum_Ico_succ_top (show 1 ≤ 2 * (n + 1) by omega) g
    have h3 := Finset.sum_Ico_succ_top (show 1 ≤ n + 1 by omega) (fun k => g (2 * k))
    have h4 := Finset.sum_range_succ (fun k => g (2 * k + 1)) (n + 1)
    rw [show 2 * (n + 1 + 1) = 2 * (n + 1) + 1 + 1 by ring]
    linarith

/-- The trapezoid sum on `2N` panels is the mean of the trapezoid and midpoint sums on
`N` panels. -/
theorem trapezoid_double (f : ℝ → ℝ) (a b : ℝ) (N : ℕ+) :
    trapezoidRule f a b (2 * N) = (trapezoidRule f a b N + midpointRule f a b N) / 2 := by
  have hc : ((2 * N : ℕ+) : ℕ) = 2 * (N : ℕ) := rfl
  unfold trapezoidRule midpointRule
  rw [hc, sum_interior_split, step_double]
  simp only [node_even, node_odd]
  ring

/-- The Simpson sum on `2N + 1` points is `(T_N + 2 M_N) / 3`. -/
theorem simpson_eq (f : ℝ → ℝ) (a b : ℝ) (N : ℕ+) :
    simpsonRule f a b N = (trapezoidRule f a b N + 2 * midpointRule f a b N) / 3 := by
  simp only [simpsonRule, trapezoidRule, midpointRule, node_even, node_odd, step_double]
  ring

/-- First Romberg step: for every function, `(4 T_{2N} - T_N) / 3` is the composite Simpson
sum on the `2N + 1` points. -/
theorem romberg_first_step (f : ℝ → ℝ) (a b : ℝ) (N : ℕ+) :
    (4 * trapezoidRule f a b (2 * N) - trapezoidRule f a b N) / 3 = simpsonRule f a b N := by
  rw [trapezoid_double, simpson_eq]
  ring

/-- For `a ≠ b`, the combination `α T_{2N} + β T_N` equals the Simpson sum for every function
exactly when `α = 4/3` and `β = -1/3`. -/
theorem romberg_weights_unique (a b : ℝ) (hab : a ≠ b) (N : ℕ+) (α β : ℝ) :
    (∀ f : ℝ → ℝ, α * trapezoidRule f a b (2 * N) + β * trapezoidRule f a b N
      = simpsonRule f a b N) ↔ α = 4 / 3 ∧ β = -1 / 3 := by
  constructor
  · intro h
    have hN : ((N : ℕ) : ℝ) ≠ 0 := Nat.cast_ne_zero.2 N.ne_zero
    have hs : step a b N ≠ 0 := div_ne_zero (sub_ne_zero.2 hab.symm) hN
    -- first test function: one at the left end point, zero elsewhere
    obtain ⟨δ, hδa, hδ⟩ : ∃ δ : ℝ → ℝ, δ a = 1 ∧ ∀ x, x ≠ a → δ x = 0 :=
      ⟨fun x => if x = a then 1 else 0, by simp, fun x hx => by simp [hx]⟩
    have hoff : ∀ t : ℝ, t ≠ 0 → δ (a + t * step a b N) = 0 := by
      intro t ht
      apply hδ
      intro e
      exact mul_ne_zero ht hs (by linarith)
    have hM : midpointRule δ a b N = 0 := by
      have hz : ∑ k ∈ range (N : ℕ), δ (midNode a b N k) = 0 :=
        Finset.sum_eq_zero fun k _ => hoff ((k : ℝ) + 1 / 2) (by positivity)
      rw [midpointRule, hz, mul_zero]
    have hT : trapezoidRule δ a b N = step a b N / 2 := by
      have hz : ∑ k ∈ Ico 1 (N : ℕ), δ (node a b N k) = 0 := by
        refine Finset.sum_eq_zero fun k hk => hoff (k : ℝ) ?_
        have hk1 := (Finset.mem_Ico.1 hk).1
        exact Nat.cast_ne_zero.2 (by omega)
      rw [trapezoidRule, hz, hδa, hδ b hab.symm]
      ring
    have h1 := h δ
    rw [trapezoid_double, simpson_eq, hT, hM] at h1
    have e1 : α / 2 + β - 1 / 3 = 0 :=
      mul_left_cancel₀ hs (by linear_combination 2 * h1)
    -- second test function: the constant one
    have hM1 : midpointRule (fun _ => 1) a b N = step a b N * ((N : ℕ) : ℝ) := by
      simp [midpointRule]
    have h2 := h (fun _ => 1)
    rw [trapezoid_double, simpson_eq, hM1] at h2
    have e2 : α / 2 - 2 / 3 = 0 :=
      mul_left_cancel₀ (mul_ne_zero hs hN)
        (by linear_combination h2 - trapezoidRule (fun _ => 1) a b N * e1)
    constructor <;> linarith
  · rintro ⟨rfl, rfl⟩ f
    linear_combination romberg_first_step f a b N

/-- If `T_N` and `T_{2N}` each differ from `I + c h²` by at most `K h⁴` at their own panel
width, then the Simpson sum differs from `I` by at most `(5/12) K h⁴`, `h` the coarse width. -/
theorem simpson_error_bound (f : ℝ → ℝ) (a b : ℝ) (N : ℕ+) (I c K : ℝ)
    (h1 : |trapezoidRule f a b N - (I + c * step a b N ^ 2)| ≤ K * step a b N ^ 4)
    (h2 : |trapezoidRule f a b (2 * N) - (I + c * step a b (2 * N) ^ 2)|
      ≤ K * step a b (2 * N) ^ 4) :
    |simpsonRule f a b N - I| ≤ 5 / 12 * K * step a b N ^ 4 := by
  -- the h² terms cancel in 4 T_{2N} - T_N
  rw [step_double] at h2
  rw [← romberg_first_step]
  rw [abs_le] at h1 h2 ⊢
  obtain ⟨h1l, h1r⟩ := h1
  obtain ⟨h2l, h2r⟩ := h2
  constructor <;> linarith

/-- Second Romberg step: for every function, `(16 S_{2N} - S_N) / 15` is the composite Boole
sum on the `4N + 1` points. -/
theorem romberg_second_step (f : ℝ → ℝ) (a b : ℝ) (N : ℕ+) :
    (16 * simpsonRule f a b (2 * N) - simpsonRule f a b N) / 15 = booleRule f a b N := by
  have hc : ((2 * N : ℕ+) : ℕ) = 2 * (N : ℕ) := rfl
  have e4 : (4 * N : ℕ+) = 2 * (2 * N) := by
    rw [show (4 : ℕ+) = 2 * 2 from rfl, mul_assoc]
  -- points 4k and 4k + 2 of the finest grid are coarse nodes and coarse midpoints
  have h0 : ∀ k : ℕ, node a b (2 * (2 * N)) (4 * k) = node a b N k := by
    intro k
    simp only [node, step_double]
    push_cast
    ring
  have h2 : ∀ k : ℕ, node a b (2 * (2 * N)) (4 * k + 2) = midNode a b N k := by
    intro k
    simp only [node, midNode, step_double]
    push_cast
    ring
  rw [simpson_eq, simpson_eq, trapezoid_double]
  simp only [booleRule, trapezoidRule, midpointRule, e4, h0, h2, node_odd, step_double, hc]
  ring

end

end RombergStep
```

```lean
#print axioms RombergStep.romberg_first_step
#print axioms RombergStep.romberg_weights_unique
#print axioms RombergStep.simpson_error_bound
#print axioms RombergStep.romberg_second_step
```

```
'RombergStep.romberg_first_step' depends on axioms: [propext, Classical.choice, Quot.sound]
'RombergStep.romberg_weights_unique' depends on axioms: [propext, Classical.choice, Quot.sound]
'RombergStep.simpson_error_bound' depends on axioms: [propext, Classical.choice, Quot.sound]
'RombergStep.romberg_second_step' depends on axioms: [propext, Classical.choice, Quot.sound]
```

## How the proofs follow the algebra

`step_double`, `node_even` and `node_odd` are the nesting of the grids: the spacing h/2, y_{2k} = x_k and y_{2k+1} = m_k. Each unfolds the definitions and ends with `ring`.

`sum_interior_split` is the even–odd split for an arbitrary sequence g and an arbitrary natural n. The case n = 0 has only empty sums, and the induction starts at n = 1, where both sides are g(1). In the step from n + 1 to n + 2 panels, `h2` and `h1` remove the new indices 2(n + 1) and 2(n + 1) + 1 from the left side, `h3` and `h4` remove the same two terms from the even and the odd sum, and `linarith` combines them with the induction hypothesis.

`trapezoid_double` applies this split to T_2N, renames the fine points as nodes and midpoints, and collects (T_N + M_N)/2. `simpson_eq` needs only the renaming, since S_N is already written as an odd and an even sum. `romberg_first_step` rewrites with both and leaves the elimination to `ring`.

In `romberg_weights_unique`, `hoff` shows that δ vanishes at a + t h for t ≠ 0. This gives `hM`, which is M_N = 0, and, together with δ(b) = 0, `hT`, which is T_N = h/2. Cancelling h ≠ 0 yields `e1`, the equation α/2 + β − 1/3 = 0. For the constant function only M_N = N h is computed (`hM1`); the trapezoid value is never evaluated, because subtracting its product with `e1` removes it, and cancelling N h leaves `e2`, the equation α/2 − 2/3 = 0. The converse direction is `romberg_first_step` with the weights inserted.

`simpson_error_bound` puts h/2 into `h2`, replaces S_N by (4 T_2N − T_N)/3, and turns each absolute value into a pair of inequalities; the cancellation of c h² and the constant 5/12 are then linear arithmetic. `romberg_second_step` writes 4N as 2(2N) in `e4`. Its local facts `h0` and `h2` identify points 4k and 4k + 2 of the finest grid with x_k and m_k, `node_odd` identifies the odd points with the midpoints in M_2N, and `ring` matches the weights 7, 32, 12, 14.

The error argument carries over one column: if, for real numbers d and L, S_N and S_2N each lay within L h⁶ of I + d h⁴ at their own coarse widths h and h/2, the same estimate would give |B_N − I| ≤ (16/64 + 1) L h⁶/15 = L h⁶/12. This bound and the Euler–Maclaurin value of c are side remarks that no theorem in the file states.
